# The non-identity Pauli strings on \(n\) qubits form \(2^n+1\) commuting groups, and no fewer suffice

Two qubits have 15 Pauli strings other than the identity. Strings that commute can be measured jointly, so one asks how few commuting groups hold all 15. Five are enough:

- XI, IX, XX
- ZI, IZ, ZZ
- YI, IY, YY
- YX, XZ, ZY
- XY, YZ, ZX

In the fourth group, YX and XZ anticommute on each qubit, and the two signs cancel. Fewer than five groups would need one with at least four strings, and no commuting group is that large.

The pattern comes from the field \(F=\{0,1,\omega,\omega^2\}\) with \(\omega^2=\omega+1\). Write the bits of a string's X part and Z part as elements \(x,z\in F\), using the basis \(\omega,\omega^2\). The five groups are then the five lines through zero in \(F^2\); the fourth is \(z=\omega x\).

The full count applies when an unknown, possibly mixed, state of \(n\) qubits is to be determined from Pauli expectation values, since all non-identity strings are then needed. For the energy of an electronic-structure Hamiltonian it is only an upper limit. Under the Jordan–Wigner mapping, with one qubit per spin orbital, the number of strings grows at most as \(n^4\), so for large \(n\) far fewer than \(2^n+1\) groups suffice.

## Lines, signs and a counting bound

For every \(n\ge1\) there is a field \(F\) with \(q=2^n\) elements. Let \(\mathrm{Tr}\) be the trace from \(F\) to \(\mathbb F_2\). The operator with label \(v=(x,z)\) acts on amplitudes \(\psi:F\to\mathbb C\) by
\[
(P_v\psi)(a)=(-1)^{\mathrm{Tr}(za)}\,\psi(a+x).
\]

**Partition.** The lines through zero are \(x=0\) and \(z=mx\) for \(m\in F\), which makes \(q+1\). A nonzero label with \(x=0\) lies only on the first. One with \(x\neq0\) lies only on the line of slope \(m=z/x\).

**Commutation.** Let \(w=(x',z')\). Then
\[
(P_vP_w\psi)(a)=(-1)^{\mathrm{Tr}(za)+\mathrm{Tr}(z'a)+\mathrm{Tr}(z'x)}\,\psi(a+x+x').
\]
The other order has \(\mathrm{Tr}(zx')\) in place of \(\mathrm{Tr}(z'x)\). Hence \(P_vP_w=(-1)^{\langle v,w\rangle}P_wP_v\) with \(\langle v,w\rangle=\mathrm{Tr}(xz'+zx')\), and the operators commute exactly when this form vanishes.

**Isotropy.** On \(x=0\) both products vanish. On \(z=mx\) the argument of the trace is \(mxx'+mxx'=0\), since \(F\) has characteristic two.

**Nondegeneracy.** The trace \(c+c^2+\dots+c^{2^{n-1}}\) is a polynomial of degree below \(q\), so it is not zero on all of \(F\), and some \(c\) has \(\mathrm{Tr}(c)=1\). If \(x\ne0\), pair \((x,z)\) with \((0,x^{-1}c)\); if \(x=0\) and \(z\neq0\), pair it with \((z^{-1}c,0)\). Either way the form is 1.

**Size of a commuting set.** For \(u\neq0\) choose \(w\) with \(\langle u,w\rangle=1\). Replacing \(v\) by \(v+w\) flips every sign in \(\sum_v(-1)^{\langle u,v\rangle}\), so this sum is zero. For \(u=0\) it is \(q^2\). If the form vanishes on all pairs from \(S\), then
\[
\sum_v\Bigl(\sum_{s\in S}(-1)^{\langle s,v\rangle}\Bigr)^2=\sum_{s,t\in S}\sum_v(-1)^{\langle s+t,v\rangle}=|S|\,q^2,
\]
because \(s+t=0\) only for \(s=t\). Each \(v\in S\) contributes \(|S|^2\) on the left, so \(|S|^3\le|S|q^2\) and \(|S|\le q\).

**Number of groups.** The zero label is the identity and can join any group, so a group has at most \(q-1\) nonzero labels. If \(k\) groups cover all \(q^2-1\) of them, then \(k(q-1)\ge q^2-1\), which gives \(k\ge q+1\).

## Labels and lines in Lean

```lean
import Mathlib

namespace PauliLineGrouping

noncomputable section

variable {F : Type*} [Field F]
```

The type `Option F` indexes the lines: `none` is the vertical one and `some m` has slope \(m\). Each line is the set of \(F\)-multiples of one vector.

```lean
/-- The lines through zero in the plane of labels `(x, z)`: the vertical line, and one line
for each slope `m` in `F`. -/
def line : Option F → Submodule F (F × F)
  | none => Submodule.span F {((0 : F), (1 : F))}
  | some m => Submodule.span F {((1 : F), m)}
```

The equations of the lines follow by writing a member as a multiple of the spanning vector. In Lean, `v.1` is \(x\) and `v.2` is \(z\).

```lean
/-- The vertical line has equation `x = 0`, and the line of slope `m` has equation `z = m x`. -/
theorem mem_line (v : F × F) :
    (v ∈ line none ↔ v.1 = 0) ∧ ∀ m : F, (v ∈ line (some m) ↔ v.2 = m * v.1) := by
  refine ⟨?_, fun m => ?_⟩
  · change v ∈ Submodule.span F {((0 : F), (1 : F))} ↔ _
    rw [Submodule.mem_span_singleton]
    constructor
    · rintro ⟨a, rfl⟩
      simp
    · intro h
      exact ⟨v.2, Prod.ext (by simp [h]) (by simp)⟩
  · change v ∈ Submodule.span F {((1 : F), m)} ↔ _
    rw [Submodule.mem_span_singleton]
    constructor
    · rintro ⟨a, rfl⟩
      simp [mul_comm]
    · intro h
      exact ⟨v.1, Prod.ext (by simp) (by simp [h, mul_comm])⟩
```

The partition splits on whether \(x=0\), as above; `∃!` means that exactly one line contains the label.

```lean
/-- Every nonzero label lies on exactly one of the lines. -/
theorem line_partition (v : F × F) (hv : v ≠ 0) : ∃! l, v ∈ line l := by
  by_cases h : v.1 = 0
  · refine ⟨none, (mem_line v).1.2 h, ?_⟩
    rintro (_ | m) hm
    · rfl
    · have hm' : v.2 = m * v.1 := ((mem_line v).2 m).1 hm
      exact absurd (Prod.ext h (by simp [hm', h])) hv
  · refine ⟨some (v.2 / v.1), ((mem_line v).2 _).2 (div_mul_cancel₀ _ h).symm, ?_⟩
    rintro (_ | m) hm
    · exact absurd ((mem_line v).1.1 hm) h
    · have hm' : v.2 = m * v.1 := ((mem_line v).2 m).1 hm
      rw [hm', mul_div_cancel_right₀ _ h]
```

The next theorem shows that no line is missing: a nonzero label is a nonzero multiple of one of the chosen spanning vectors, so both span the same line.

```lean
/-- The list of lines is complete: the multiples of any nonzero label form one of them. -/
theorem span_eq_line (v : F × F) (hv : v ≠ 0) :
    ∃ l, Submodule.span F {v} = line l := by
  by_cases h : v.1 = 0
  · have h2 : v.2 ≠ 0 := fun h2 => hv (Prod.ext h h2)
    have e : v = v.2 • ((0 : F), (1 : F)) := Prod.ext (by simp [h]) (by simp)
    exact ⟨none, (congrArg (fun x => Submodule.span F ({x} : Set (F × F))) e).trans
      (Submodule.span_singleton_smul_eq (IsUnit.mk0 _ h2) _)⟩
  · have e : v = v.1 • ((1 : F), v.2 / v.1) :=
      Prod.ext (by simp) (by simp [mul_div_cancel₀, h])
    exact ⟨some (v.2 / v.1),
      (congrArg (fun x => Submodule.span F ({x} : Set (F × F))) e).trans
      (Submodule.span_singleton_smul_eq (IsUnit.mk0 _ h) _)⟩
```

## From operators to the trace form

Bits are elements of `ZMod 2`, and `sgn` turns them into signs.

```lean
/-- The sign `(-1)^t` of a bit `t`. -/
def sgn (t : ZMod 2) : ℤ := if t = 0 then 1 else -1

/-- The sign of a sum of bits is the product of their signs. -/
theorem sgn_add : ∀ s t : ZMod 2, sgn (s + t) = sgn s * sgn t := by decide
```

The assumption `Algebra (ZMod 2) F` puts \(\mathbb F_2\) inside \(F\), as is always possible for a field with \(2^n\) elements.

```lean
variable [Algebra (ZMod 2) F]

/-- The trace form `Tr(x z' + z x')` of two labels `(x, z)` and `(x', z')`. -/
def form (v w : F × F) : ZMod 2 := Algebra.trace (ZMod 2) F (v.1 * w.2 + v.2 * w.1)
```

The operators are linear maps on functions \(F\to\mathbb C\). They carry no factor \(i\), so a label that stands for Y on one qubit gives Y only up to a phase, which does not affect commutation.

The translation to qubits is a step outside the theorems: expand \(a\) and \(x\) in a basis of \(F\) over \(\mathbb F_2\), and \(z\) in the dual basis for the trace. Then \(\mathrm{Tr}(za)\) becomes \(\sum_i z_ia_i\), and `pauli v` is a Pauli string up to phase.

```lean
/-- The Pauli operator with label `(x, z)` on a register with basis states labelled by `F`:
it shifts the argument of the amplitude by `x` and multiplies by the sign `(-1)^Tr(z a)`. -/
def pauli (v : F × F) : Module.End ℂ (F → ℂ) where
  toFun ψ a := (sgn (Algebra.trace (ZMod 2) F (v.2 * a)) : ℂ) * ψ (a + v.1)
  map_add' ψ φ := by
    ext a
    simp only [Pi.add_apply]
    ring
  map_smul' c ψ := by
    ext a
    simp only [Pi.smul_apply, smul_eq_mul, RingHom.id_apply]
    ring
```

The exchange rule compares both products at each \(a\). The auxiliary fact `signs` checks the sign identity over all bit values.

```lean
/-- Exchanging two Pauli operators costs the sign given by the trace form of their labels. -/
theorem pauli_mul (v w : F × F) :
    pauli v * pauli w = (sgn (form v w) : ℂ) • (pauli w * pauli v) := by
  have signs : ∀ A B C E : ZMod 2,
      sgn A * sgn (B + C) = sgn (C + E) * (sgn B * sgn (A + E)) := by decide
  have hf : form v w = Algebra.trace (ZMod 2) F (w.2 * v.1)
      + Algebra.trace (ZMod 2) F (v.2 * w.1) := by
    rw [form, map_add, mul_comm v.1]
  refine LinearMap.ext fun ψ => funext fun a => ?_
  change (sgn (Algebra.trace (ZMod 2) F (v.2 * a)) : ℂ) *
      ((sgn (Algebra.trace (ZMod 2) F (w.2 * (a + v.1))) : ℂ) * ψ (a + v.1 + w.1)) =
    (sgn (form v w) : ℂ) * ((sgn (Algebra.trace (ZMod 2) F (w.2 * a)) : ℂ) *
      ((sgn (Algebra.trace (ZMod 2) F (v.2 * (a + w.1))) : ℂ) * ψ (a + w.1 + v.1)))
  have h := congrArg (Int.cast : ℤ → ℂ) (signs (Algebra.trace (ZMod 2) F (v.2 * a))
    (Algebra.trace (ZMod 2) F (w.2 * a)) (Algebra.trace (ZMod 2) F (w.2 * v.1))
    (Algebra.trace (ZMod 2) F (v.2 * w.1)))
  rw [Int.cast_mul, Int.cast_mul, Int.cast_mul] at h
  rw [add_right_comm a w.1 v.1, hf]
  simp only [mul_add, map_add]
  linear_combination ψ (a + v.1 + w.1) * h
```

If the form is 1, the operators anticommute. Were they also to commute, their product would be zero, but applied to the constant function 1 and evaluated at \(a=0\) it gives a sign.

```lean
/-- Two Pauli operators commute exactly when the trace form of their labels vanishes. -/
theorem pauli_commute_iff (v w : F × F) :
    Commute (pauli v) (pauli w) ↔ form v w = 0 := by
  have hm := pauli_mul v w
  by_cases h : form v w = 0
  · rw [h, show sgn 0 = 1 by decide, Int.cast_one, one_smul] at hm
    exact ⟨fun _ => h, fun _ => hm⟩
  · refine ⟨fun hc => ?_, fun h0 => absurd h0 h⟩
    exfalso
    -- an anticommuting pair that also commutes would have product zero
    rw [show sgn (form v w) = -1 from if_neg h, ← hc.eq] at hm
    have h1 := congrFun (LinearMap.congr_fun hm (fun _ => 1)) 0
    change (sgn (Algebra.trace (ZMod 2) F (v.2 * 0)) : ℂ) *
        ((sgn (Algebra.trace (ZMod 2) F (w.2 * (0 + v.1))) : ℂ) * 1) =
      ((-1 : ℤ) : ℂ) * ((sgn (Algebra.trace (ZMod 2) F (v.2 * 0)) : ℂ) *
        ((sgn (Algebra.trace (ZMod 2) F (w.2 * (0 + v.1))) : ℂ) * 1)) at h1
    rw [Int.cast_neg, Int.cast_one] at h1
    have hs : ∀ t : ZMod 2, sgn t ≠ 0 := by decide
    have hn : ∀ t : ZMod 2, (sgn t : ℂ) ≠ 0 := fun t => Int.cast_ne_zero.mpr (hs t)
    exact mul_ne_zero (hn (Algebra.trace (ZMod 2) F (v.2 * 0)))
      (hn (Algebra.trace (ZMod 2) F (w.2 * (0 + v.1))))
      (by linear_combination h1 / 2)
```

`CharTwo.add_self_eq_zero` supplies the cancellation on the sloped lines.

```lean
/-- Every line is totally isotropic: the trace form vanishes between any two of its labels. -/
theorem line_isotropic (l : Option F) (v w : F × F) (hv : v ∈ line l) (hw : w ∈ line l) :
    form v w = 0 := by
  have : CharP F 2 := charP_of_injective_algebraMap (algebraMap (ZMod 2) F).injective 2
  rcases l with _ | m
  · simp [form, (mem_line v).1.1 hv, (mem_line w).1.1 hw]
  · rw [form, ((mem_line v).2 m).1 hv, ((mem_line w).2 m).1 hw,
      show v.1 * (m * w.1) + m * v.1 * w.1 = 0 by
        linear_combination CharTwo.add_self_eq_zero (m * v.1 * w.1), map_zero]
```

## Why a commuting set has at most \(2^n\) labels

Finiteness of \(F\) enters here. Mathlib provides the surjectivity of the trace, and the partner labels are those chosen above.

```lean
variable [Fintype F]

/-- The trace form is nondegenerate for finite `F`: each nonzero label has form one with
some label. -/
theorem form_nondegenerate (u : F × F) (hu : u ≠ 0) : ∃ w, form u w = 1 := by
  obtain ⟨c, hc⟩ := Algebra.trace_surjective (ZMod 2) F 1
  by_cases h : u.1 = 0
  · have h2 : u.2 ≠ 0 := fun h2 => hu (Prod.ext h h2)
    refine ⟨(u.2⁻¹ * c, 0), ?_⟩
    rw [form, mul_zero, zero_add, mul_inv_cancel_left₀ h2, hc]
  · refine ⟨(0, u.1⁻¹ * c), ?_⟩
    rw [form, mul_zero, add_zero, mul_inv_cancel_left₀ h, hc]
```

In the size bound, `char0` is the vanishing character sum, `orth` adds the case \(s=t\), `key` evaluates the sum of squares, and `low` keeps only the terms with \(v\in S\). The last lines compare the two.

```lean
/-- For finite `F`, a set of labels with pairwise vanishing trace form has at most as many
elements as `F`. -/
theorem isotropic_card_le (S : Finset (F × F)) (hS : ∀ v ∈ S, ∀ w ∈ S, form v w = 0) :
    S.card ≤ Fintype.card F := by
  classical
  have : CharP F 2 := charP_of_injective_algebraMap (algebraMap (ZMod 2) F).injective 2
  have addL : ∀ s t v : F × F, form (s + t) v = form s v + form t v := by
    intro s t v
    simp only [form, Prod.fst_add, Prod.snd_add, add_mul, map_add]
    ring
  have addR : ∀ u v w : F × F, form u (v + w) = form u v + form u w := by
    intro u v w
    simp only [form, Prod.fst_add, Prod.snd_add, mul_add, map_add]
    ring
  have sq1 : ∀ t : ZMod 2, sgn t * sgn t = 1 := by decide
  -- a nontrivial character sums to zero, since a shift flips its sign
  have char0 : ∀ u : F × F, u ≠ 0 → ∑ v, sgn (form u v) = 0 := by
    intro u hu
    obtain ⟨w, hw⟩ := form_nondegenerate u hu
    have h : ∑ v, sgn (form u (v + w)) = ∑ v, sgn (form u v) :=
      Equiv.sum_comp (Equiv.addRight w) (fun v => sgn (form u v))
    have flip : ∀ v, sgn (form u (v + w)) = -sgn (form u v) := by
      intro v
      rw [addR, hw, sgn_add, show sgn 1 = -1 by decide, mul_neg_one]
    simp only [flip, Finset.sum_neg_distrib] at h
    linarith
  have orth : ∀ s t : F × F, ∑ v, sgn (form (s + t) v) =
      if s = t then (Fintype.card F : ℤ) ^ 2 else 0 := by
    intro s t
    split_ifs with h
    · subst h
      simp only [addL, sgn_add, sq1, Finset.sum_const, Finset.card_univ,
        Fintype.card_prod, nsmul_eq_mul, mul_one]
      push_cast
      ring
    · refine char0 _ fun h0 => h (Prod.ext ?_ ?_)
      · have hz : s.1 + t.1 = 0 := congrArg Prod.fst h0
        linear_combination hz - CharTwo.add_self_eq_zero t.1
      · have hz : s.2 + t.2 = 0 := congrArg Prod.snd h0
        linear_combination hz - CharTwo.add_self_eq_zero t.2
  have key : ∑ v : F × F, (∑ s ∈ S, sgn (form s v)) ^ 2 =
      (S.card : ℤ) * (Fintype.card F : ℤ) ^ 2 := by
    calc _ = ∑ v : F × F, ∑ s ∈ S, ∑ t ∈ S, sgn (form (s + t) v) := by
          refine Finset.sum_congr rfl fun v _ => ?_
          rw [sq, Finset.sum_mul_sum]
          simp only [addL, sgn_add]
      _ = ∑ s ∈ S, ∑ t ∈ S, ∑ v : F × F, sgn (form (s + t) v) := by
          rw [Finset.sum_comm]
          exact Finset.sum_congr rfl fun s _ => Finset.sum_comm
      _ = ∑ s ∈ S, (Fintype.card F : ℤ) ^ 2 := by
          refine Finset.sum_congr rfl fun s hs => ?_
          simp only [orth]
          rw [Finset.sum_ite_eq, if_pos hs]
      _ = _ := by rw [Finset.sum_const, nsmul_eq_mul]
  -- the terms with `v` in `S` alone contribute the cube of the size of `S`
  have low : (S.card : ℤ) * (S.card : ℤ) ^ 2 ≤
      ∑ v : F × F, (∑ s ∈ S, sgn (form s v)) ^ 2 := by
    have hv : ∀ v ∈ S, (∑ s ∈ S, sgn (form s v)) ^ 2 = (S.card : ℤ) ^ 2 := by
      intro v hv
      have h1 : ∀ s ∈ S, sgn (form s v) = 1 := by
        intro s hs
        rw [hS s hs v hv, show sgn 0 = 1 by decide]
      rw [Finset.sum_congr rfl h1]
      simp
    calc _ = ∑ v ∈ S, (∑ s ∈ S, sgn (form s v)) ^ 2 := by
          rw [Finset.sum_congr rfl hv, Finset.sum_const, nsmul_eq_mul]
      _ ≤ _ := Finset.sum_le_sum_of_subset_of_nonneg (Finset.subset_univ S)
          (fun v _ _ => sq_nonneg _)
  by_contra hlt
  have h1 : (Fintype.card F : ℤ) < S.card := by exact_mod_cast not_le.mp hlt
  have h0 : (0 : ℤ) ≤ Fintype.card F := Int.natCast_nonneg _
  have h2 : (Fintype.card F : ℤ) ^ 2 < (S.card : ℤ) ^ 2 := by nlinarith
  have h3 := mul_lt_mul_of_pos_left h2 (lt_of_le_of_lt h0 h1)
  linarith
```

## The fewest groups

The final theorem assumes only that \(F\) has \(2^n\) elements; \(n\ge1\) follows, since a field has at least two. Its four parts give the number of lines, commutation within each, the partition, and the lower bound. The competing groups `G i` are arbitrary finite sets of labels that commute pairwise: they may overlap and need not be lines.

The proof writes \(q=m+1\), where \(m\) is now a number and not a slope. `hsize` bounds the nonzero labels in a group by \(m\), and `hsub` says that these labels together with zero fill the plane. Hence \((m+1)^2\le1+km\), which fails for \(k\le m+1\) because \(m\ge1\).

```lean
/-- For a field `F` with `2^n` elements there are `2^n + 1` lines, the Pauli operators on each
line commute, and each nonzero label is on exactly one line. Any `k` commuting groups that
cover all nonzero labels satisfy `2^n + 1 ≤ k`. -/
theorem optimal_grouping (n : ℕ) (hF : Fintype.card F = 2 ^ n) :
    Fintype.card (Option F) = 2 ^ n + 1 ∧
    (∀ l : Option F, ∀ v ∈ line l, ∀ w ∈ line l, Commute (pauli v) (pauli w)) ∧
    (∀ v : F × F, v ≠ 0 → ∃! l, v ∈ line l) ∧
    ∀ (k : ℕ) (G : Fin k → Finset (F × F)),
      (∀ i, ∀ v ∈ G i, ∀ w ∈ G i, Commute (pauli v) (pauli w)) →
      (∀ v : F × F, v ≠ 0 → ∃ i, v ∈ G i) → 2 ^ n + 1 ≤ k := by
  classical
  refine ⟨by rw [Fintype.card_option, hF], fun l v hv w hw =>
    (pauli_commute_iff v w).2 (line_isotropic l v w hv hw), line_partition, ?_⟩
  intro k G hG hcov
  rw [← hF]
  have hq : 1 < Fintype.card F := Fintype.one_lt_card
  obtain ⟨m, hm⟩ : ∃ m, Fintype.card F = m + 1 := ⟨Fintype.card F - 1, by omega⟩
  -- the zero label can join any group, so a group has at most `m` nonzero labels
  have hsize : ∀ i ∈ (Finset.univ : Finset (Fin k)), ((G i).erase 0).card ≤ m := by
    intro i _
    have h := isotropic_card_le (insert 0 ((G i).erase 0)) (by
      intro v hv w hw
      rcases Finset.mem_insert.mp hv with rfl | hv
      · simp [form]
      rcases Finset.mem_insert.mp hw with rfl | hw
      · simp [form]
      exact (pauli_commute_iff v w).1
        (hG i v (Finset.mem_of_mem_erase hv) w (Finset.mem_of_mem_erase hw)))
    rw [Finset.card_insert_of_notMem (Finset.notMem_erase 0 (G i)), hm] at h
    omega
  have hsub : (Finset.univ : Finset (F × F)) ⊆
      insert 0 (Finset.univ.biUnion fun i => (G i).erase 0) := by
    intro v _
    by_cases hv : v = 0
    · exact Finset.mem_insert.mpr (Or.inl hv)
    · obtain ⟨i, hi⟩ := hcov v hv
      exact Finset.mem_insert_of_mem (Finset.mem_biUnion.mpr
        ⟨i, Finset.mem_univ i, Finset.mem_erase.mpr ⟨hv, hi⟩⟩)
  have h1 := (Finset.card_le_card hsub).trans (Finset.card_insert_le _ _)
  have h2 := Finset.card_biUnion_le_card_mul Finset.univ
    (fun i => (G i).erase 0) m hsize
  rw [Finset.card_univ, Fintype.card_prod, hm] at h1
  rw [Finset.card_univ, Fintype.card_fin] at h2
  -- compare the number of labels with the total capacity of the groups
  by_contra hk
  have hk' : k ≤ m + 1 := by omega
  have h3 : k * m ≤ (m + 1) * m := Nat.mul_le_mul_right m hk'
  have hm1 : 1 ≤ m := by omega
  nlinarith

end

end PauliLineGrouping
```

```lean
#print axioms PauliLineGrouping.span_eq_line
-- 'PauliLineGrouping.span_eq_line' depends on axioms: [propext, Classical.choice, Quot.sound]
#print axioms PauliLineGrouping.pauli_commute_iff
-- 'PauliLineGrouping.pauli_commute_iff' depends on axioms: [propext, Classical.choice, Quot.sound]
#print axioms PauliLineGrouping.optimal_grouping
-- 'PauliLineGrouping.optimal_grouping' depends on axioms: [propext, Classical.choice, Quot.sound]
```
